# Particle-hole symmetry of a mean-field occupation update

A level with occupation `n` has mean-field energy U(n − 1/2), measured from the chemical potential, and one update replaces `n` by the Fermi function of that energy, 1/(1 + exp(βU(n − 1/2))). The theorem says that this update commutes with particle-hole exchange: starting from 1 − n gives one minus the result of starting from n. It concerns a single update, not a self-consistent solution, and holds for all real `β`, `U` and `n`, with no requirement that `n` lie between 0 and 1. The proof notes that the exchange reverses the sign of the exponent, writes `E` for the original exponential, which is positive, and reduces the claim to algebra with fractions in `E`.

The first attempt, which Lean rejects:

```lean
import Mathlib

open Filter Topology Set

namespace OccReflect

noncomputable section

/-- Updated occupation of a level whose mean-field energy, measured from the chemical
potential, is `U (n - 1/2)`, at inverse temperature `β`. -/
def occ (β U n : ℝ) : ℝ := 1 / (1 + Real.exp (β * U * (n - 1 / 2)))

/-- Particle-hole symmetry: exchanging electrons and holes before the update is the same as
exchanging them after it. -/
theorem occ_reflect (β U n : ℝ) : occ β U (1 - n) = 1 - occ β U n := by
  unfold occ
  rw [show β * U * (1 - n - 1 / 2) = -(β * U * (n - 1 / 2)) by ring, Real.exp_neg]
  have hE := Real.exp_pos (β * U * (n - 1 / 2))
  generalize Real.exp (β * U * (n - 1 / 2)) = E at hE ⊢
  have h1 : 1 / (1 + E⁻¹) = E / (1 + E) := by
    rw [div_eq_div_iff (by positivity) (by positivity), mul_add, mul_inv_cancel₀ hE.ne']
    ring
  rw [h1, eq_sub_iff_add_eq, ← add_div, add_comm E 1]
  exact div_self (by positivity)

end

end OccReflect
```

Lean reports:

```
Main.lean:21:65: error: Tactic `rewrite` failed: Did not find an occurrence of the pattern
  E * E⁻¹
in the target expression
  1 * 1 + 1 * E = E * (1 + E⁻¹)

β U n E : ℝ
hE : 0 < E
⊢ 1 * 1 + 1 * E = E * (1 + E⁻¹)
```

Cause. The error arises in the proof of `h1`, where `mul_add` expands the wrong product. Once `div_eq_div_iff` has cleared the denominators, the goal is `1 * (1 + E) = E * (1 + E⁻¹)`. Both sides have the form `a * (b + c)`, and `mul_add` without arguments can match either. `rw` settles on the left-hand product, and with the variables fixed by that match it rewrites only instances of `1 * (1 + E)`. The right-hand side therefore stays factored, as the goal in the message shows, and the product `E * E⁻¹` that `mul_inv_cancel₀ hE.ne'` needs does not appear in it.

The repair writes `mul_add E`, which fixes the first factor as `E`. Now only the right-hand side matches, and it becomes `E * 1 + E * E⁻¹`. The next rewrite turns `E * E⁻¹` into `1`, leaving `1 * (1 + E) = E * 1 + 1`, which `ring` proves.

After these edits no error is left:

```diff
@@ -19,5 +19,5 @@
   generalize Real.exp (β * U * (n - 1 / 2)) = E at hE ⊢
   have h1 : 1 / (1 + E⁻¹) = E / (1 + E) := by
-    rw [div_eq_div_iff (by positivity) (by positivity), mul_add, mul_inv_cancel₀ hE.ne']
+    rw [div_eq_div_iff (by positivity) (by positivity), mul_add E, mul_inv_cancel₀ hE.ne']
     ring
   rw [h1, eq_sub_iff_add_eq, ← add_div, add_comm E 1]
```
